# The commutator of two unitary Wilson loops deviates from the identity by at most twice the product of their deviations

## Reordering loops that share a base point

A calculation of non-abelian Berry phases may end with a product of several Wilson-loop matrices, all based at the same $k$-point. Exchanging two neighbouring factors $U$ and $V$ in such a product changes the result, unless the two matrices commute. If all factors of the product are unitary, and $U$ and $V$ are close to the identity, the change can be bounded before any product is formed: its size is at most $2\,\|U-1\|\,\|V-1\|$. With two loops that each deviate from the identity by $0.01$, the exchange costs at most $0.0002$.

The setting is an isolated group of finitely many bands. Parallel transport of the band states around a closed path in the Brillouin zone gives a unitary matrix $U$, whose rows and columns are labelled by the bands. A second path from the same base point gives $V$. Traversing the first loop, the second, the first backwards and then the second backwards, with the matrices written from left to right in that order, gives the commutator loop

$$U V U^\dagger V^\dagger ,$$

which equals the identity exactly when $U$ and $V$ commute. For a single band the matrices are phases and the commutator loop is always $1$. With two or more bands its deviation from $1$ measures how far $U$ and $V$ are from commuting.

## The bound and its formal reading

Let $\|\cdot\|$ be the operator norm, that is, the largest factor by which a matrix stretches a vector in the usual Euclidean length. For unitary $U$ and $V$,

$$\|U V U^\dagger V^\dagger - 1\| \le 2\,\|U-1\|\,\|V-1\| .$$

This is `norm_loopCommutator_le`. In the Lean file `m` is the finite set of band labels, and a loop is an element of `Matrix m m ℂ` together with the hypothesis that it lies in `unitaryGroup m ℂ`. The adjoint $U^\dagger$ is `star U`, and `loopCommutator U V` is the product above in that order. Opening `Matrix.Norms.L2Operator` selects the operator norm.

Four further statements go with it.

- `norm_loopCommutator_le_scalar` replaces the two identities on the right by arbitrary multiples $a$ and $b$ of the identity. Two loops that are close to pure phases therefore nearly commute, even if the phases themselves are large.
- `norm_nestedLoop_le` concerns the sequence $W_0 = V$, $W_{k+1} = U W_k U^\dagger W_k^\dagger$, written `nestedLoop U V k`. It states that $\|W_k-1\| \le (2\|U-1\|)^k\,\|V-1\|$.
- `nestedLoop_tendsto` concludes that $\|W_k-1\|\to 0$ if $\|U-1\|<1/2$. This condition is sufficient; the theorem does not say what happens beyond it.
- `two_le_of_bound` says that a real constant $K$ which can replace the $2$ for all unitary $2\times2$ matrices must satisfy $K\ge 2$.

The theorems take the unitary matrices as given. Bloch states, paths and Berry connections do not appear, so the link between a small loop in $k$-space and a small $\|U-1\|$ has to come from the band structure at hand.

## Derivation

**From the loop to the matrix commutator.** Unitarity gives $VU\,U^\dagger V^\dagger = V V^\dagger = 1$. Hence

$$U V U^\dagger V^\dagger - 1 = (UV - VU)\,U^\dagger V^\dagger .$$

The factor $Q = U^\dagger V^\dagger$ is unitary, and multiplication by a unitary matrix preserves the norm, because $\|AQ\|^2 = \|AQQ^\dagger A^\dagger\| = \|AA^\dagger\| = \|A\|^2$. So

$$\|U V U^\dagger V^\dagger - 1\| = \|UV - VU\| .$$

**Removing scalars.** Multiples of the identity commute with everything. For all complex $a$ and $b$,

$$UV - VU = (U-a)(V-b) - (V-b)(U-a),$$

since the terms $-bU$, $-aV$ and $ab$ occur in both products and cancel. The triangle inequality and $\|AB\|\le\|A\|\,\|B\|$ give

$$\|UV-VU\| \le 2\,\|U-a\|\,\|V-b\| .$$

The choice $a=b=1$ is the bound stated above.

**Iterating.** Every $W_k$ is a product of unitary matrices and so is unitary. The bound applies to the pair $U$, $W_k$:

$$\|W_{k+1}-1\| \le 2\,\|U-1\|\,\|W_k-1\| .$$

Starting from $\|W_0-1\|=\|V-1\|$, induction gives the factor $(2\|U-1\|)^k$. It tends to zero when $2\|U-1\|<1$.

**The constant 2.** Take real $c$ and $s$ with $c^2+s^2=1$, and the two-band loops

$$U = c + i s\,\sigma_x,\qquad V = c + i s\,\sigma_y ,$$

where $\sigma_x,\sigma_y,\sigma_z$ are the Pauli matrices. Then

$$(U-1)^\dagger(U-1) = (c-1)^2+s^2 = 2-2c ,$$

so $\|U-1\|=\sqrt{2-2c}$. The same computation gives $\|V-1\|=\sqrt{2-2c}$, and the product of the two deviations is $2-2c$. The commutator is

$$UV-VU = (is)^2\,[\sigma_x,\sigma_y] = -2i s^2\sigma_z ,$$

with norm $2s^2 = 2(1-c^2) = (1+c)(2-2c)$. The commutator loop thus deviates from the identity by exactly $1+c$ times the product of the deviations.

Suppose now that some $K<2$ could replace the $2$. Choose $c$ with $0\le c<1$ and $1+c>K$; the value $c=K/2$ does this if $K\ge0$, and $c=0$ does it otherwise. The assumed bound reads $(1+c)(2-2c)\le K(2-2c)$. Division by the positive number $2-2c$ gives $1+c\le K$, a contradiction.

## Two loops at distance 0.2 from the identity

Set $c=0.98$, so that $s^2 = 1-0.9604 = 0.0396$. Each loop has

$$\|U-1\|=\|V-1\|=\sqrt{2-1.96}=\sqrt{0.04}=0.2 .$$

The bound allows the commutator loop a deviation of $2\cdot0.2\cdot0.2=0.08$. The actual value is $2s^2=0.0792$, which is $1.98$ times the product $0.04$.

In the nested sequence each step contributes a factor of at most $2\cdot0.2=0.4$. After three steps the deviation is at most $0.4^3\cdot0.2=0.0128$.

## Overlap matrices that are not unitary

On a discrete mesh, a loop multiplied together from raw overlap matrices is in general not unitary, and the bound on the commutator loop can then fail. One band is enough to show it. Let $U=0.9$ and $V=1$. The right-hand side is $2\cdot0.1\cdot0=0$, but

$$U V U^\dagger V^\dagger - 1 = 0.81-1 = -0.19 .$$

The two numbers commute, and the deviation comes entirely from the lost norm. The bound $\|UV-VU\|\le 2\,\|U-1\|\,\|V-1\|$ still holds, because its derivation does not use unitarity. Replacing each overlap matrix by its unitary polar factor, when the overlap matrix is invertible, restores the hypothesis.

## The complete Lean file

```lean
import Mathlib

open Matrix Filter Topology
open scoped Matrix.Norms.L2Operator

namespace WilsonLoopCommutator

noncomputable section

variable {m : Type*} [Fintype m] [DecidableEq m]

/-- The commutator loop `U V U† V†` of two Wilson loops. -/
def loopCommutator (U V : Matrix m m ℂ) : Matrix m m ℂ :=
  U * V * star U * star V

/-- The nested commutator loops: start from `V` and repeatedly form the commutator
loop of `U` with the previous result. -/
def nestedLoop (U V : Matrix m m ℂ) : ℕ → Matrix m m ℂ
  | 0 => V
  | k + 1 => loopCommutator U (nestedLoop U V k)

/-- The adjoint of a unitary Wilson loop is unitary. -/
lemma star_mem_unitary {U : Matrix m m ℂ} (hU : U ∈ unitaryGroup m ℂ) :
    star U ∈ unitaryGroup m ℂ :=
  mem_unitaryGroup_iff.2 (by rw [star_star]; exact mem_unitaryGroup_iff'.1 hU)

/-- For unitary `U` and `V`, the deviation of the commutator loop from the identity has the same
operator norm as the matrix commutator `UV - VU`. -/
theorem norm_loopCommutator_sub_one {U V : Matrix m m ℂ}
    (hU : U ∈ unitaryGroup m ℂ) (hV : V ∈ unitaryGroup m ℂ) :
    ‖loopCommutator U V - 1‖ = ‖U * V - V * U‖ := by
  have hu : U * star U = 1 := mem_unitaryGroup_iff.1 hU
  have hv : V * star V = 1 := mem_unitaryGroup_iff.1 hV
  have h1 : V * U * (star U * star V) = 1 := by
    calc V * U * (star U * star V) = V * (U * star U) * star V := by
          simp only [mul_assoc]
      _ = 1 := by rw [hu, mul_one, hv]
  -- factor the unitary `U† V†` out on the right
  have h : loopCommutator U V - 1 = (U * V - V * U) * (star U * star V) := by
    rw [sub_mul, h1, loopCommutator]
    simp only [mul_assoc]
  rw [h]
  exact CStarRing.norm_mul_mem_unitary _
    (mul_mem (star_mem_unitary hU) (star_mem_unitary hV))

/-- For unitary `U` and `V`, the deviation of the commutator loop from the identity is at most twice
the product of the distances of the two loops from arbitrary scalar matrices `a` and `b`. -/
theorem norm_loopCommutator_le_scalar {U V : Matrix m m ℂ}
    (hU : U ∈ unitaryGroup m ℂ) (hV : V ∈ unitaryGroup m ℂ) (a b : ℂ) :
    ‖loopCommutator U V - 1‖ ≤
      2 * (‖U - a • (1 : Matrix m m ℂ)‖ * ‖V - b • (1 : Matrix m m ℂ)‖) := by
  rw [norm_loopCommutator_sub_one hU hV]
  -- scalars drop out of the commutator
  have h : U * V - V * U =
      (U - a • (1 : Matrix m m ℂ)) * (V - b • (1 : Matrix m m ℂ)) -
      (V - b • (1 : Matrix m m ℂ)) * (U - a • (1 : Matrix m m ℂ)) := by
    simp only [sub_mul, mul_sub, smul_mul_assoc, mul_smul_comm, one_mul, mul_one]
    module
  rw [h]
  refine (norm_sub_le _ _).trans
    ((add_le_add (norm_mul_le _ _) (norm_mul_le _ _)).trans (le_of_eq ?_))
  ring

/-- For unitary `U` and `V`, the deviation of `U V U† V†` from the identity is at most twice the
product of the deviations of `U` and `V`. -/
theorem norm_loopCommutator_le {U V : Matrix m m ℂ}
    (hU : U ∈ unitaryGroup m ℂ) (hV : V ∈ unitaryGroup m ℂ) :
    ‖loopCommutator U V - 1‖ ≤ 2 * (‖U - 1‖ * ‖V - 1‖) := by
  have h := norm_loopCommutator_le_scalar hU hV 1 1
  rwa [one_smul] at h

/-- Every nested commutator loop of unitary Wilson loops is unitary. -/
lemma nestedLoop_mem {U V : Matrix m m ℂ}
    (hU : U ∈ unitaryGroup m ℂ) (hV : V ∈ unitaryGroup m ℂ) (k : ℕ) :
    nestedLoop U V k ∈ unitaryGroup m ℂ := by
  induction k with
  | zero => exact hV
  | succ k ih =>
    exact mul_mem (mul_mem (mul_mem hU ih) (star_mem_unitary hU)) (star_mem_unitary ih)

/-- For unitary `U` and `V`, the `k`-fold nested commutator loop deviates from the identity by at
most `(2‖U - 1‖)^k ‖V - 1‖`. -/
theorem norm_nestedLoop_le {U V : Matrix m m ℂ}
    (hU : U ∈ unitaryGroup m ℂ) (hV : V ∈ unitaryGroup m ℂ) (k : ℕ) :
    ‖nestedLoop U V k - 1‖ ≤ (2 * ‖U - 1‖) ^ k * ‖V - 1‖ := by
  induction k with
  | zero => simp [nestedLoop]
  | succ k ih =>
    calc ‖nestedLoop U V (k + 1) - 1‖
        ≤ 2 * (‖U - 1‖ * ‖nestedLoop U V k - 1‖) :=
          norm_loopCommutator_le hU (nestedLoop_mem hU hV k)
      _ ≤ 2 * (‖U - 1‖ * ((2 * ‖U - 1‖) ^ k * ‖V - 1‖)) := by gcongr
      _ = (2 * ‖U - 1‖) ^ (k + 1) * ‖V - 1‖ := by ring

/-- If `U` is unitary and at distance less than `1/2` from the identity, the nested commutator loops
converge to the identity in operator norm, for every unitary `V`. -/
theorem nestedLoop_tendsto {U V : Matrix m m ℂ}
    (hU : U ∈ unitaryGroup m ℂ) (hV : V ∈ unitaryGroup m ℂ) (h : ‖U - 1‖ < 1 / 2) :
    Tendsto (fun k => ‖nestedLoop U V k - 1‖) atTop (𝓝 0) := by
  have h0 : 0 ≤ 2 * ‖U - 1‖ := by positivity
  have ht := (tendsto_pow_atTop_nhds_zero_of_lt_one h0 (by linarith)).mul_const ‖V - 1‖
  rw [zero_mul] at ht
  exact squeeze_zero (fun k => norm_nonneg _) (norm_nestedLoop_le hU hV) ht

/-- The two-band loop `c + i s σ_x`. -/
def xLoop (c s : ℝ) : Matrix (Fin 2) (Fin 2) ℂ :=
  !![(c : ℂ), Complex.I * s; Complex.I * s, (c : ℂ)]

/-- The two-band loop `c + i s σ_y`. -/
def yLoop (c s : ℝ) : Matrix (Fin 2) (Fin 2) ℂ :=
  !![(c : ℂ), (s : ℂ); -(s : ℂ), (c : ℂ)]

/-- A two-band matrix with `A† A = r` has operator norm `√r`. -/
lemma norm_eq_sqrt {A : Matrix (Fin 2) (Fin 2) ℂ} {r : ℝ} (hr : 0 ≤ r)
    (h : star A * A = (r : ℂ) • (1 : Matrix (Fin 2) (Fin 2) ℂ)) : ‖A‖ = √r := by
  have h2 : ‖A‖ * ‖A‖ = r := by
    rw [← CStarRing.norm_star_mul_self, h, norm_smul, CStarRing.norm_one, mul_one,
      Complex.norm_real, Real.norm_of_nonneg hr]
  rw [← h2, Real.sqrt_mul_self (norm_nonneg _)]

/-- For `c² + s² = 1` the loops `c + i s σ_x` and `c + i s σ_y` are unitary. -/
theorem xLoop_yLoop_mem {c s : ℝ} (h : c ^ 2 + s ^ 2 = 1) :
    xLoop c s ∈ unitaryGroup (Fin 2) ℂ ∧ yLoop c s ∈ unitaryGroup (Fin 2) ℂ := by
  constructor <;> rw [mem_unitaryGroup_iff] <;> ext i j <;> fin_cases i <;> fin_cases j <;>
    simp [xLoop, yLoop, Matrix.mul_apply, Fin.sum_univ_two, Complex.ext_iff] <;>
    first | linear_combination h | ring

/-- For `c² + s² = 1` the product of the deviations of the two loops is `2 - 2c`, and their
commutator loop deviates from the identity by exactly `1 + c` times this product. -/
theorem loopCommutator_xLoop_yLoop {c s : ℝ} (h : c ^ 2 + s ^ 2 = 1) :
    ‖xLoop c s - 1‖ * ‖yLoop c s - 1‖ = 2 - 2 * c ∧
    ‖loopCommutator (xLoop c s) (yLoop c s) - 1‖ =
      (1 + c) * (‖xLoop c s - 1‖ * ‖yLoop c s - 1‖) := by
  have hr : 0 ≤ 2 - 2 * c := by nlinarith [sq_nonneg s, sq_nonneg (c - 1)]
  have hx : ‖xLoop c s - 1‖ = √(2 - 2 * c) := by
    apply norm_eq_sqrt hr
    ext i j
    fin_cases i <;> fin_cases j <;>
      simp [xLoop, Matrix.mul_apply, Fin.sum_univ_two, Complex.ext_iff] <;>
      first | linear_combination h | ring
  have hy : ‖yLoop c s - 1‖ = √(2 - 2 * c) := by
    apply norm_eq_sqrt hr
    ext i j
    fin_cases i <;> fin_cases j <;>
      simp [yLoop, Matrix.mul_apply, Fin.sum_univ_two, Complex.ext_iff] <;>
      first | linear_combination h | ring
  -- the matrix commutator is `-2 i s² σ_z`
  have hD : xLoop c s * yLoop c s - yLoop c s * xLoop c s =
      !![-(2 * Complex.I * (s * s)), 0; 0, 2 * Complex.I * (s * s)] := by
    ext i j
    fin_cases i <;> fin_cases j <;>
      simp [xLoop, yLoop] <;> ring
  have hn : ‖xLoop c s * yLoop c s - yLoop c s * xLoop c s‖ = 2 * (s * s) := by
    have hs : 0 ≤ 2 * (s * s) := by nlinarith [mul_self_nonneg s]
    rw [hD, norm_eq_sqrt (mul_nonneg hs hs), Real.sqrt_mul_self hs]
    ext i j
    fin_cases i <;> fin_cases j <;>
      simp [Matrix.mul_apply, Fin.sum_univ_two, Complex.ext_iff]
  have hp : ‖xLoop c s - 1‖ * ‖yLoop c s - 1‖ = 2 - 2 * c := by
    rw [hx, hy, Real.mul_self_sqrt hr]
  refine ⟨hp, ?_⟩
  rw [norm_loopCommutator_sub_one (xLoop_yLoop_mem h).1 (xLoop_yLoop_mem h).2, hn, hp]
  linear_combination 2 * h

/-- No constant below 2 suffices: any `K` for which the second-order bound holds for all two-band
unitary loops is at least 2. -/
theorem two_le_of_bound {K : ℝ}
    (hK : ∀ U ∈ unitaryGroup (Fin 2) ℂ, ∀ V ∈ unitaryGroup (Fin 2) ℂ,
      ‖loopCommutator U V - 1‖ ≤ K * (‖U - 1‖ * ‖V - 1‖)) : 2 ≤ K := by
  by_contra hlt
  have hlt' : K < 2 := lt_of_not_ge hlt
  -- choose loops close enough to the identity that `1 + c` exceeds `K`
  obtain ⟨c, hc0, hc1, hcK⟩ : ∃ c : ℝ, 0 ≤ c ∧ c < 1 ∧ K < 1 + c := by
    rcases le_total 0 K with h0 | h0
    · exact ⟨K / 2, by linarith, by linarith, by linarith⟩
    · exact ⟨0, le_refl 0, by norm_num, by linarith⟩
  have hs : c ^ 2 + √(1 - c ^ 2) ^ 2 = 1 := by
    rw [Real.sq_sqrt (by nlinarith)]
    ring
  obtain ⟨hp, he⟩ := loopCommutator_xLoop_yLoop hs
  have hb := hK _ (xLoop_yLoop_mem hs).1 _ (xLoop_yLoop_mem hs).2
  rw [he, hp] at hb
  nlinarith [mul_pos (sub_pos.2 hcK) (sub_pos.2 hc1)]

end

end WilsonLoopCommutator
```

```lean
#print axioms WilsonLoopCommutator.norm_loopCommutator_le_scalar
#print axioms WilsonLoopCommutator.nestedLoop_tendsto
#print axioms WilsonLoopCommutator.two_le_of_bound
```

```
'WilsonLoopCommutator.norm_loopCommutator_le_scalar' depends on axioms: [propext, Classical.choice, Quot.sound]
'WilsonLoopCommutator.nestedLoop_tendsto' depends on axioms: [propext, Classical.choice, Quot.sound]
'WilsonLoopCommutator.two_le_of_bound' depends on axioms: [propext, Classical.choice, Quot.sound]
```

## How the proof follows the derivation

**The exact norm identity.** `norm_loopCommutator_sub_one` carries the first step. Its intermediate fact `h1` is $VU\,U^\dagger V^\dagger=1$, and `h` is the factorisation with $U^\dagger V^\dagger$ on the right. The Mathlib lemma `CStarRing.norm_mul_mem_unitary` then removes the unitary factor from the norm. It needs $U^\dagger$ and $V^\dagger$ to be unitary, which `star_mem_unitary` supplies.

**The second-order bound.** `norm_loopCommutator_le_scalar` rewrites the left-hand side with this identity and proves the shifted form of the commutator. There `simp only` multiplies out the brackets, and `module` checks that the scalar terms cancel. The triangle inequality is `norm_sub_le`, and submultiplicativity is `norm_mul_le`, used once for each product. `norm_loopCommutator_le` sets both scalars to $1$.

**The nested loops.** `nestedLoop_mem` shows by induction that every $W_k$ is unitary, so that the bound may be applied again at each stage. In `norm_nestedLoop_le` the first line of the `calc` block is that application, `gcongr` inserts the induction hypothesis, and `ring` collects the powers. `nestedLoop_tendsto` places the deviation between zero and a geometric sequence with ratio $2\|U-1\|<1$, and `squeeze_zero` gives the limit.

**The Pauli example.** `xLoop c s` and `yLoop c s` are the matrices $c+is\sigma_x$ and $c+is\sigma_y$ written out by entries. `norm_eq_sqrt` turns $A^\dagger A=r$ into $\|A\|=\sqrt r$ through the identity $\|A^\dagger A\|=\|A\|^2$. `xLoop_yLoop_mem` verifies unitarity entry by entry, with $c^2+s^2=1$ entering through `linear_combination h`.

In `loopCommutator_xLoop_yLoop`, the facts `hx` and `hy` are the two deviations, `hD` is the commutator $-2is^2\sigma_z$, and `hn` is its norm. The last line checks $2s^2=(1+c)(2-2c)$, again from $c^2+s^2=1$.

**Optimality.** `two_le_of_bound` argues by contradiction and makes the same choice of $c$ as above, with $s=\sqrt{1-c^2}$. The final `nlinarith` receives the product of the positive numbers $1+c-K$ and $1-c$, which contradicts the assumed bound and takes the place of the division by $2-2c$.
